# Summed over the six Pauli eigenstates of a qubit, the flip overlaps of X ↦ KXM give 2 tr(MK) − tr(K) tr(M)

The theorem `six_state_sum` concerns the map X ↦ KXM on the operators of one qubit, where K and M are arbitrary complex 2×2 matrices. Each of the six pure states P = (1 ± σ_b)/2, which have trace one, is sent through the map, and the result is paired with the orthogonal state 1 − P by the trace tr(K P M (1 − P)). The sum of these six overlaps, not their average, is 2 tr(MK) − tr(K) tr(M). The proof first adds the two states on each axis, which should leave half of tr(KM) − tr(K σ_b M σ_b), and then sums over the axes with the identity `pauli_sum`, Σ_b σ_b X σ_b = 2 tr(X) 1 − X.

An attempt in Lean 4 with a fault in it:

```lean
import Mathlib

open Matrix
open scoped ComplexOrder

namespace OptimalUniversalNot

noncomputable section

/-- Complex two by two matrices, the operators on a qubit. -/
abbrev Qubit := Matrix (Fin 2) (Fin 2) ℂ

/-- The three Pauli matrices. -/
def pauli : Fin 3 → Qubit :=
  ![!![0, 1; 1, 0], !![0, -Complex.I; Complex.I, 0], !![1, 0; 0, -1]]

/-- The operator `(1 + s σ_b) / 2`. -/
def axisState (b : Fin 3) (s : ℂ) : Qubit := (1 / 2 : ℂ) • (1 + s • pauli b)

/-- Conjugating by the three Pauli matrices and adding gives `2 tr(X) 1 - X`. -/
theorem pauli_sum (X : Qubit) :
    ∑ b, pauli b * X * pauli b = (2 * trace X) • (1 : Qubit) - X := by
  ext i j
  simp only [Fin.sum_univ_three, Matrix.add_apply, Matrix.sub_apply, Matrix.mul_apply,
    Fin.sum_univ_two]
  fin_cases i <;> fin_cases j <;>
    simp [pauli, Matrix.trace_fin_two] <;>
    (try ring_nf) <;> (try simp only [Complex.I_sq]) <;> (try ring)

/-- The flip overlaps of `X ↦ K X M`, added over the six states `(1 ± σ_b) / 2`, give
`2 tr(M K) - tr(K) tr(M)`. -/
theorem six_state_sum (K M : Qubit) :
    ∑ b, (trace (K * axisState b 1 * M * (1 - axisState b 1))
      + trace (K * axisState b (-1) * M * (1 - axisState b (-1))))
      = trace (M * K) + trace (M * K) - trace K * trace M := by
  have h : ∀ b, trace (K * axisState b 1 * M * (1 - axisState b 1))
      + trace (K * axisState b (-1) * M * (1 - axisState b (-1)))
      = (1 / 2 : ℂ) * (trace (K * M) - trace (K * (pauli b * M * pauli b))) := fun b => by
    rw [← Matrix.trace_add, ← Matrix.trace_sub, ← smul_eq_mul, ← Matrix.trace_smul]
    congr 1
    simp only [axisState, mul_add, add_mul, mul_sub, smul_mul_assoc, mul_smul_comm,
      mul_one, one_mul, mul_assoc]
    module
  have hs : ∑ b, trace (K * (pauli b * M * pauli b))
      = 2 * trace M * trace K - trace (K * M) := by
    rw [← Matrix.trace_sum, ← Finset.mul_sum, pauli_sum, mul_sub, mul_smul_comm, mul_one,
      Matrix.trace_sub, Matrix.trace_smul, smul_eq_mul]
  simp only [h]
  rw [← Finset.mul_sum, Finset.sum_sub_distrib, hs, Matrix.trace_mul_comm M K]
  simp only [Fin.sum_univ_three]
  ring

end

end OptimalUniversalNot
```

Lean reports:

```
Main.lean:39:63: error: Tactic `rewrite` failed: Did not find an occurrence of the pattern
  ?r • trace ?A
in the target expression
  ((K * axisState b 1 * M) • (1 - axisState b 1) + K * axisState b (-1) * M * (1 - axisState b (-1))).trace =
    1 / 2 * (K * M - K * (pauli b * M * pauli b)).trace

K M : Qubit
b : Fin 3
⊢ ((K * axisState b 1 * M) • (1 - axisState b 1) + K * axisState b (-1) * M * (1 - axisState b (-1))).trace =
    1 / 2 * (K * M - K * (pauli b * M * pauli b)).trace
```

What went wrong. The error arises in the step `h`, which treats a single axis. Once the traces on each side have been merged, the right side is `1 / 2` times a trace, and the proof wants to move that factor inside the trace. For this, `← Matrix.trace_smul` needs a scalar multiple `?r • trace ?A`, and `← smul_eq_mul` was meant to supply it by turning `*` into `•`.

Without arguments, however, `← smul_eq_mul` can match any product to which the lemma applies, including a product of matrices. It took the one in the first term on the left, as the `•` before `(1 - axisState b 1)` in the message shows. The product with `1 / 2` stayed as it was, so `← Matrix.trace_smul` found nothing to rewrite.

The repair gives the lemma its first factor, `smul_eq_mul (1 / 2 : ℂ)`, so that only a product beginning with that complex number can match. The removal of `one_mul` from the `simp only` list is mere tidying.

The change, after which it compiles:

```diff
@@ -37,8 +37,9 @@
       + trace (K * axisState b (-1) * M * (1 - axisState b (-1)))
       = (1 / 2 : ℂ) * (trace (K * M) - trace (K * (pauli b * M * pauli b))) := fun b => by
-    rw [← Matrix.trace_add, ← Matrix.trace_sub, ← smul_eq_mul, ← Matrix.trace_smul]
+    rw [← Matrix.trace_add, ← Matrix.trace_sub, ← smul_eq_mul (1 / 2 : ℂ),
+      ← Matrix.trace_smul]
     congr 1
     simp only [axisState, mul_add, add_mul, mul_sub, smul_mul_assoc, mul_smul_comm,
-      mul_one, one_mul, mul_assoc]
+      mul_one, mul_assoc]
     module
   have hs : ∑ b, trace (K * (pauli b * M * pauli b))
```
